# With positive weights, the Fermi-surface average of f² ln |f| for a normalised gap function is nonnegative and vanishes exactly when f² = 1 in every direction

The Fermi surface is modelled as a finite set of directions with positive weights `w i` that sum to one, and the gap function is a real function `f` whose weighted mean square is one. The theorem says that the anisotropy, the weighted sum of f² ln |f|, is nonnegative, and that it is zero exactly when f² = 1 in every direction. The proof rests on the bound x² − 1 < 2x² ln |x|, valid whenever x² ≠ 1. Averaged over the directions, the left side gives zero by the two normalisations and the right side gives twice the anisotropy, so a single direction with f² ≠ 1 makes the anisotropy positive. Directions with f² = 1 are handled by a preliminary fact, `hlog`, that ln |f| is zero there.

In Lean, a first try:

```lean
import Mathlib

namespace AnisotropyNonnegAndEqZeroIff

noncomputable section

variable {ι : Type*} [Fintype ι]

/-- The anisotropy of the gap function, the weighted sum of `f² ln |f|` over the Fermi surface (an
average when the weights are nonnegative with total one); a node contributes zero. -/
def anisotropy (w f : ι → ℝ) : ℝ := ∑ i, w i * f i ^ 2 * Real.log |f i|

/-- In a direction where `x² ≠ 1`, the quantity `2 x² ln |x|` exceeds `x² - 1`. -/
theorem direction_bound {x : ℝ} (h : x ^ 2 ≠ 1) :
    x ^ 2 - 1 < 2 * (x ^ 2 * Real.log |x|) := by
  by_cases hx : x = 0
  · subst hx
    norm_num
  · have hx2 : 0 < x ^ 2 := by positivity
    have h1 := Real.log_lt_sub_one_of_pos (inv_pos.mpr hx2)
      (fun e => h (by rw [← inv_inv (x ^ 2), e, inv_one]))
    rw [Real.log_inv, Real.log_pow] at h1
    push_cast at h1
    have h3 := mul_lt_mul_of_pos_left h1 hx2
    rw [mul_sub, mul_inv_cancel₀ hx2.ne'] at h3
    rw [Real.log_abs]
    linarith

/-- For positive normalised weights and a normalised gap function, the anisotropy is nonnegative,
and it vanishes exactly when `f² = 1` in every direction. -/
theorem anisotropy_nonneg_and_eq_zero_iff (w f : ι → ℝ) (hw : ∀ i, 0 < w i)
    (hw1 : ∑ i, w i = 1) (hf1 : ∑ i, w i * f i ^ 2 = 1) :
    0 ≤ anisotropy w f ∧ (anisotropy w f = 0 ↔ ∀ i, f i ^ 2 = 1) := by
  have hlog : ∀ i, f i ^ 2 = 1 → Real.log |f i| = 0 := by
    intro i hi
    have h := Real.log_pow 2 (f i)
    rw [hi, Real.log_one] at h
    push_cast at h
    rw [Real.log_abs]
    linarith
  have h0 : ∑ i, w i * (f i ^ 2 - 1) = 0 := by
    simp only [mul_sub, mul_one, Finset.sum_sub_distrib, hw1, hf1, sub_self]
  have h2 : ∑ i, w i * (2 * (f i ^ 2 * Real.log |f i|)) = 2 * anisotropy w f := by
    unfold anisotropy
    rw [Finset.mul_sum]
    exact Finset.sum_congr rfl (fun i _ => by ring)
  have hone : (∀ i, f i ^ 2 = 1) → anisotropy w f = 0 := by
    intro h
    unfold anisotropy
    exact Finset.sum_eq_zero (fun i _ => by rw [hlog i (h i), mul_zero])
  -- a single direction with f² ≠ 1 makes the averaged bound strict
  have hpos : ¬ (∀ i, f i ^ 2 = 1) → 0 < anisotropy w f := by
    intro h
    obtain ⟨j, hj⟩ := not_forall.mp h
    have hlt : ∑ i, w i * (f i ^ 2 - 1) < ∑ i, w i * (2 * (f i ^ 2 * Real.log |f i|)) := by
      apply Finset.sum_lt_sum
      · intro i _
        by_cases hi : f i ^ 2 = 1
        · rw [hlog i hi, hi]
          simp
        · exact (mul_lt_mul_of_pos_left (direction_bound hi) (hw i)).le
      · exact ⟨j, Finset.mem_univ j, mul_lt_mul_of_pos_left (direction_bound hj) (hw j)⟩
    linarith
  by_cases h : ∀ i, f i ^ 2 = 1
  · exact ⟨(hone h).ge, fun _ => h, hone⟩
  · exact ⟨(hpos h).le, fun e => absurd e (hpos h).ne', hone⟩

end

end AnisotropyNonnegAndEqZeroIff
```

The error:

```
Main.lean:36:29: error: Application type mismatch: The argument
  f i
has type
  ℝ
but is expected to have type
  ℕ
in the application
  Real.log_pow 2 (f i)
```

The error is in the proof of `hlog`, where the two explicit arguments of `Real.log_pow` are given in the wrong order. The lemma takes the real base first and the natural-number exponent second. In `Real.log_pow 2 (f i)` the numeral `2` can be read as a real number, so Lean raises no objection to it. The complaint comes at the second argument: `f i` is real, and a natural number is expected there.

The repair writes `Real.log_pow (f i) 2`, which says that the logarithm of `f i ^ 2` is twice the logarithm of `f i`. The next line can then use `hi` to replace `f i ^ 2` by 1 and `Real.log_one` to replace the logarithm of 1 by 0. What remains says that twice `Real.log (f i)` is zero, and since `Real.log_abs` removes the absolute value from the goal, `linarith` can finish.

This version goes through:

```diff
@@ -34,5 +34,5 @@
   have hlog : ∀ i, f i ^ 2 = 1 → Real.log |f i| = 0 := by
     intro i hi
-    have h := Real.log_pow 2 (f i)
+    have h := Real.log_pow (f i) 2
     rw [hi, Real.log_one] at h
     push_cast at h
```
